# Spin-pairing energy steps across the f shell in a one-parameter model

Place $q$ electrons in $m\ge 1$ spin-up and $m$ spin-down orbitals, with $q\le 2m$. Averaged uniformly over all such configurations, the total spin projection $S_z$, in units of $\hbar$, satisfies

$$\langle 3S_z^2\rangle=\frac{3q(2m-q)}{4(2m-1)}.$$

Let $E(q)=D\,[\langle 3S_z^2\rangle-S(S+1)]$ with $S=\min(q,2m-q)/2$, the largest spin that $q$ electrons can have in the shell. For the f shell, $m=7$, the step $E(q+1)-E(q)$ is $-8Dq/13$ for $q\le 6$ and $8D-8Dq/13$ for $7\le q\le 13$.

Here $E(q)$ is not a total energy: it is the spin term $-D\,S(S+1)$ of the highest-spin states, measured from the mean of that term over all $q$-electron states of the shell. The constant $D$ is an energy standing for the exchange stabilisation of parallel spins, taken as the same for every $q$. For $D>0$, this one-parameter model gives a break at half filling of the kind looked for in lanthanide trends.

## Counting configurations

Let $n=2m$, let $s_i=\pm\tfrac12$ be the spin of orbital $i$, and let $n_i\in\{0,1\}$ be its occupation. A given orbital is filled in a fraction $q/n$ of the configurations. Once it is filled, the other $q-1$ electrons are spread over $n-1$ orbitals, so two different orbitals are both filled in a fraction $q(q-1)/(n(n-1))$. Since $S_z=\sum_i s_in_i$ and $n_i^2=n_i$,

$$\langle S_z^2\rangle=\frac qn\sum_i s_i^2+\frac{q(q-1)}{n(n-1)}\Big[\Big(\sum_i s_i\Big)^2-\sum_i s_i^2\Big].$$

Here $\sum_i s_i=0$ and $\sum_i s_i^2=n/4$, which gives

$$\langle S_z^2\rangle=\frac q4\Big(1-\frac{q-1}{n-1}\Big)=\frac{q(n-q)}{4(n-1)}.$$

Adding an electron therefore changes $\langle 3S_z^2\rangle$ by

$$\frac{3(2m-1-2q)}{4(2m-1)}=\frac34-\frac{3q}{2(2m-1)}.$$

For $q+1\le m$, $S(S+1)=q(q+2)/4$ rises by $(2q+3)/4$, so

$$E(q+1)-E(q)=-\frac{D(m+1)q}{2m-1}.$$

For $m\le q\le 2m-1$, $S=(2m-q)/2$ and $S(S+1)$ falls by $(4m-2q+1)/4$, so

$$E(q+1)-E(q)=D(m+1)-\frac{D(m+1)q}{2m-1}.$$

Setting $m=7$ gives the f-shell steps.

In the smallest shell, $m=1$, both steps vanish: one electron has $\langle 3S_z^2\rangle=\tfrac34=S(S+1)$, and the empty and full shells have zero for both.

## Configurations and energy in Lean

```lean
import Mathlib

open Finset

namespace SpinPairingEnergy

noncomputable section

variable {ι : Type*} [DecidableEq ι]
```

A configuration is a finite set of spin orbitals, and `occ` is $n_i$.

```lean
/-- Occupation number of orbital `i` in the configuration `A`. -/
def occ (i : ι) (A : Finset ι) : ℝ := if i ∈ A then 1 else 0
```

The average gives every $q$-subset equal weight.

```lean
/-- Uniform average of `f` over all configurations of `q` electrons in the orbitals `U`. -/
def configAvg (U : Finset ι) (q : ℕ) (f : Finset ι → ℝ) : ℝ :=
  (∑ A ∈ U.powersetCard q, f A) / ((U.powersetCard q).card : ℝ)
```

A spin orbital is a pair in `Fin m × Bool`, with `true` meaning up. Spin is in units of $\hbar$.

```lean
/-- Spin projection of one spin orbital: `+1/2` for up (`true`), `-1/2` for down (`false`). -/
def spin {m : ℕ} (i : Fin m × Bool) : ℝ := if i.2 = true then 1 / 2 else -1 / 2

/-- Total spin projection of a configuration. -/
def Sz {m : ℕ} (A : Finset (Fin m × Bool)) : ℝ := ∑ i ∈ A, spin i

/-- Average of `3 Sz²` over all `q`-electron configurations of `m` up and `m` down orbitals. -/
def meanSpinSq (m q : ℕ) : ℝ :=
  configAvg (univ : Finset (Fin m × Bool)) q (fun A => 3 * Sz A ^ 2)
```

The energy uses the actual sum over configurations, not its closed form. Rotational invariance identifies $\langle 3S_z^2\rangle$ with the mean of $S(S+1)$ over all states of the shell; the definition takes the $S_z$ form directly.

```lean
/-- The spin `S = min(q, 2m - q) / 2` for `q` electrons in `2m` spin orbitals. -/
def hundSpin (m q : ℕ) : ℝ := min (q : ℝ) (2 * (m : ℝ) - q) / 2

/-- Spin-pairing energy `E(q) = D (⟨3 Sz²⟩ - S(S+1))` with `S = min(q, 2m - q) / 2`. -/
def pairingEnergy (m : ℕ) (D : ℝ) (q : ℕ) : ℝ :=
  D * (meanSpinSq m q - hundSpin m q * (hundSpin m q + 1))
```

## From occupations to the mean square

The first two lemmas relate binomial coefficients and remove a filled orbital from the count.

```lean
/-- The binomial relation `(n+1) C(n,k) = C(n+1,k+1) (k+1)` between configuration counts. -/
theorem choose_step (n k : ℕ) :
    ((n : ℝ) + 1) * ((n.choose k : ℕ) : ℝ)
      = (((n + 1).choose (k + 1) : ℕ) : ℝ) * ((k : ℝ) + 1) := by
  have h : (n + 1) * n.choose k = (n + 1).choose (k + 1) * (k + 1) :=
    Nat.add_one_mul_choose_eq n k
  exact_mod_cast h

/-- A sum over `(q+1)`-electron configurations weighted by the occupation of orbital `i` equals
the sum over `q`-electron configurations of the other orbitals with `i` added. -/
theorem sum_occ_mul {W : Finset ι} {i : ι} (hi : i ∉ W) (q : ℕ) (g : Finset ι → ℝ) :
    ∑ A ∈ (insert i W).powersetCard (q + 1), occ i A * g A
      = ∑ A ∈ W.powersetCard q, g (insert i A) := by
  have hP : ∀ (V : Finset ι) (k : ℕ),
      V.powersetCard k = V.powerset.filter (fun A => A.card = k) := by
    intro V k
    ext A
    simp [Finset.mem_powersetCard]
  rw [hP, hP, Finset.sum_filter, Finset.sum_filter, Finset.sum_powerset_insert hi]
  -- configurations with orbital i empty contribute nothing
  have h0 : ∑ A ∈ W.powerset, (if A.card = q + 1 then occ i A * g A else 0) = 0 := by
    refine Finset.sum_eq_zero fun A hA => ?_
    have hA' : i ∉ A := fun h => hi (Finset.mem_powerset.1 hA h)
    simp [occ, hA']
  rw [h0, zero_add]
  refine Finset.sum_congr rfl fun A hA => ?_
  have hA' : i ∉ A := fun h => hi (Finset.mem_powerset.1 hA h)
  simp [occ, Finset.card_insert_of_notMem hA']
```

They yield the one- and two-orbital fractions, multiplied through by the number of configurations.

```lean
/-- With `n` orbitals, `n` times the summed occupation of one orbital over all `q`-electron
configurations is `q C(n,q)`. -/
theorem sum_occ {U : Finset ι} {i : ι} (hi : i ∈ U) (q : ℕ) :
    (U.card : ℝ) * (∑ A ∈ U.powersetCard q, occ i A) = q * ((U.card.choose q : ℕ) : ℝ) := by
  obtain ⟨W, hW, rfl⟩ : ∃ W, i ∉ W ∧ U = insert i W :=
    ⟨U.erase i, by simp, (Finset.insert_erase hi).symm⟩
  cases q with
  | zero =>
    rw [Finset.powersetCard_zero, Finset.sum_singleton]
    simp [occ]
  | succ k =>
    have h := sum_occ_mul hW k (fun _ => 1)
    simp only [mul_one, Finset.sum_const, Finset.card_powersetCard, nsmul_eq_mul] at h
    have hc := choose_step W.card k
    rw [h, Finset.card_insert_of_notMem hW]
    push_cast
    linear_combination hc

/-- With `n` orbitals, `n(n-1)` times the summed joint occupation of two different orbitals over
all `q`-electron configurations is `q(q-1) C(n,q)`. -/
theorem sum_occ_occ {U : Finset ι} {i j : ι} (hi : i ∈ U) (hj : j ∈ U) (hij : i ≠ j) (q : ℕ) :
    (U.card : ℝ) * ((U.card : ℝ) - 1) * (∑ A ∈ U.powersetCard q, occ i A * occ j A)
      = q * ((q : ℝ) - 1) * ((U.card.choose q : ℕ) : ℝ) := by
  obtain ⟨W, hW, rfl⟩ : ∃ W, i ∉ W ∧ U = insert i W :=
    ⟨U.erase i, by simp, (Finset.insert_erase hi).symm⟩
  have hjW : j ∈ W := by
    rcases Finset.mem_insert.1 hj with h | h
    · exact absurd h.symm hij
    · exact h
  cases q with
  | zero =>
    rw [Finset.powersetCard_zero, Finset.sum_singleton]
    simp [occ]
  | succ k =>
    -- fill orbital i, then count the occupation of j among the remaining orbitals
    have h := sum_occ_mul hW k (occ j)
    have h2 : ∑ A ∈ W.powersetCard k, occ j (insert i A)
        = ∑ A ∈ W.powersetCard k, occ j A := by
      refine Finset.sum_congr rfl fun A _ => ?_
      simp [occ, hij.symm]
    have h3 := sum_occ hjW k
    have hc := choose_step W.card k
    rw [h, h2, Finset.card_insert_of_notMem hW]
    push_cast
    linear_combination ((W.card : ℝ) + 1) * h3 + (k : ℝ) * hc
```

The next theorem holds for any one-body quantity $\sum_{i\in A}s_i$. It expands the square (`hA`), exchanges the sums (`hswap`) and separates diagonal from off-diagonal terms (`hrow`).

```lean
/-- The mean square of a one-body quantity `∑_{i ∈ A} s i` over all `q`-electron configurations
of `n ≥ 2` orbitals is `(q(n-q) ∑ s² + q(q-1) (∑ s)²) / (n(n-1))`. -/
theorem configAvg_sq (U : Finset ι) (q : ℕ) (s : ι → ℝ) (hn : 2 ≤ U.card) (hq : q ≤ U.card) :
    configAvg U q (fun A => (∑ i ∈ A, s i) ^ 2)
      = ((q : ℝ) * ((U.card : ℝ) - q) * (∑ i ∈ U, s i ^ 2)
          + (q : ℝ) * ((q : ℝ) - 1) * (∑ i ∈ U, s i) ^ 2)
        / ((U.card : ℝ) * ((U.card : ℝ) - 1)) := by
  have hn' : (2 : ℝ) ≤ U.card := by exact_mod_cast hn
  have hn0 : (U.card : ℝ) ≠ 0 := by
    intro h
    linarith
  have hn1 : (U.card : ℝ) - 1 ≠ 0 := by
    intro h
    linarith
  have hC : ((U.card.choose q : ℕ) : ℝ) ≠ 0 := by
    exact_mod_cast (Nat.choose_pos hq).ne'
  -- expand the square in occupation numbers
  have hA : ∀ A ∈ U.powersetCard q,
      (∑ i ∈ A, s i) ^ 2 = ∑ i ∈ U, ∑ j ∈ U, s i * s j * (occ i A * occ j A) := by
    intro A hA
    have hsub : A ⊆ U := (Finset.mem_powersetCard.1 hA).1
    have h1 : ∑ i ∈ A, s i = ∑ i ∈ U, s i * occ i A :=
      calc ∑ i ∈ A, s i = ∑ i ∈ A, s i * occ i A :=
            Finset.sum_congr rfl (fun i hi => by simp [occ, hi])
        _ = ∑ i ∈ U, s i * occ i A :=
            Finset.sum_subset hsub (fun i _ hi => by simp [occ, hi])
    rw [h1, sq, Finset.sum_mul_sum]
    refine Finset.sum_congr rfl fun i _ => Finset.sum_congr rfl fun j _ => ?_
    ring
  have hswap : ∑ A ∈ U.powersetCard q, (∑ i ∈ A, s i) ^ 2
      = ∑ i ∈ U, ∑ j ∈ U, s i * s j * (∑ A ∈ U.powersetCard q, occ i A * occ j A) :=
    calc ∑ A ∈ U.powersetCard q, (∑ i ∈ A, s i) ^ 2
        = ∑ A ∈ U.powersetCard q, ∑ i ∈ U, ∑ j ∈ U, s i * s j * (occ i A * occ j A) :=
          Finset.sum_congr rfl hA
      _ = ∑ i ∈ U, ∑ A ∈ U.powersetCard q, ∑ j ∈ U, s i * s j * (occ i A * occ j A) :=
          Finset.sum_comm
      _ = ∑ i ∈ U, ∑ j ∈ U, s i * s j * (∑ A ∈ U.powersetCard q, occ i A * occ j A) := by
          refine Finset.sum_congr rfl fun i _ => ?_
          rw [Finset.sum_comm]
          exact Finset.sum_congr rfl fun j _ => (Finset.mul_sum _ _ _).symm
  have hidem : ∀ (i : ι) (A : Finset ι), occ i A * occ i A = occ i A := by
    intro i A
    unfold occ
    split_ifs <;> simp
  -- diagonal and off-diagonal terms of one row
  have hrow : ∀ i ∈ U, (U.card : ℝ) * ((U.card : ℝ) - 1)
        * (∑ j ∈ U, s i * s j * (∑ A ∈ U.powersetCard q, occ i A * occ j A))
      = ((U.card.choose q : ℕ) : ℝ) * ((q : ℝ) * ((q : ℝ) - 1)) * (s i * ∑ j ∈ U, s j)
        + ((U.card.choose q : ℕ) : ℝ) * ((q : ℝ) * ((U.card : ℝ) - q)) * s i ^ 2 := by
    intro i hi
    calc (U.card : ℝ) * ((U.card : ℝ) - 1)
          * (∑ j ∈ U, s i * s j * (∑ A ∈ U.powersetCard q, occ i A * occ j A))
        = ∑ j ∈ U, (((U.card.choose q : ℕ) : ℝ) * ((q : ℝ) * ((q : ℝ) - 1)) * (s i * s j)
            + if i = j then
                ((U.card.choose q : ℕ) : ℝ) * ((q : ℝ) * ((U.card : ℝ) - q)) * s i ^ 2
              else 0) := by
          rw [Finset.mul_sum]
          refine Finset.sum_congr rfl fun j hj => ?_
          by_cases hij : i = j
          · rw [if_pos hij, ← hij]
            simp only [hidem]
            linear_combination (s i * s i * ((U.card : ℝ) - 1)) * sum_occ hi q
          · rw [if_neg hij]
            linear_combination (s i * s j) * sum_occ_occ hi hj hij q
      _ = ((U.card.choose q : ℕ) : ℝ) * ((q : ℝ) * ((q : ℝ) - 1)) * (s i * ∑ j ∈ U, s j)
            + ((U.card.choose q : ℕ) : ℝ) * ((q : ℝ) * ((U.card : ℝ) - q)) * s i ^ 2 := by
          rw [Finset.sum_add_distrib, Finset.sum_ite_eq, if_pos hi, ← Finset.mul_sum,
            ← Finset.mul_sum]
  have htot : (U.card : ℝ) * ((U.card : ℝ) - 1) * (∑ A ∈ U.powersetCard q, (∑ i ∈ A, s i) ^ 2)
      = ((U.card.choose q : ℕ) : ℝ) * ((q : ℝ) * ((U.card : ℝ) - q) * (∑ i ∈ U, s i ^ 2)
          + (q : ℝ) * ((q : ℝ) - 1) * (∑ i ∈ U, s i) ^ 2) := by
    rw [hswap, Finset.mul_sum, Finset.sum_congr rfl hrow, Finset.sum_add_distrib,
      ← Finset.mul_sum, ← Finset.mul_sum, ← Finset.sum_mul]
    ring
  simp only [configAvg, Finset.card_powersetCard]
  rw [div_eq_iff hC, div_mul_eq_mul_div, eq_div_iff (mul_ne_zero hn0 hn1)]
  linear_combination htot
```

For spin, `hT` and `hQ` supply $\sum_i s_i=0$ and $\sum_i s_i^2=m/2$.

```lean
/-- Averaged over all `q`-electron configurations of `m` up and `m` down spin orbitals,
`3 Sz²` equals `3q(2m-q) / (4(2m-1))`. -/
theorem meanSpinSq_eq {m q : ℕ} (hm : 1 ≤ m) (hq : q ≤ 2 * m) :
    meanSpinSq m q = 3 * (q : ℝ) * (2 * (m : ℝ) - q) / (4 * (2 * (m : ℝ) - 1)) := by
  have hcard : (univ : Finset (Fin m × Bool)).card = 2 * m := by
    rw [Finset.card_univ, Fintype.card_prod, Fintype.card_fin, Fintype.card_bool, mul_comm]
  have hcardR : (((univ : Finset (Fin m × Bool)).card : ℕ) : ℝ) = 2 * (m : ℝ) := by
    rw [hcard]
    push_cast
    ring
  have h := configAvg_sq (univ : Finset (Fin m × Bool)) q spin
    (by rw [hcard]; omega) (by rw [hcard]; omega)
  -- the full shell has zero spin projection, and each orbital has spin² = 1/4
  have hT : ∑ i : Fin m × Bool, spin i = 0 := by
    rw [Fintype.sum_prod_type]
    refine Finset.sum_eq_zero fun a _ => ?_
    rw [Fintype.sum_bool]
    norm_num [spin]
  have hQ : ∑ i : Fin m × Bool, spin i ^ 2 = (m : ℝ) / 2 := by
    have hs : ∀ i : Fin m × Bool, spin i ^ 2 = 1 / 4 := by
      intro i
      unfold spin
      split_ifs <;> norm_num
    simp only [hs, Finset.sum_const, nsmul_eq_mul, hcardR]
    ring
  have h3 : meanSpinSq m q = 3 * configAvg (univ : Finset (Fin m × Bool)) q
      (fun A => (∑ i ∈ A, spin i) ^ 2) := by
    simp only [meanSpinSq, configAvg, Sz]
    rw [← Finset.mul_sum, mul_div_assoc]
  have hm' : (1 : ℝ) ≤ m := by exact_mod_cast hm
  have h0 : 2 * (m : ℝ) ≠ 0 := by
    intro h
    linarith
  have h1 : 2 * (m : ℝ) - 1 ≠ 0 := by
    intro h
    linarith
  rw [h3, h, hT, hQ, hcardR, ← mul_div_assoc,
    div_eq_div_iff (mul_ne_zero h0 h1) (mul_ne_zero four_ne_zero h1)]
  ring
```

## Maximal spin and the energy steps

The chosen $S$ is the largest attainable $S_z$. The proof writes $S_z$ as the number of up electrons minus $q/2$, fills up orbitals first to attain the value, and bounds the number of up electrons by both $q$ and $m$. That the ground term has this spin is Hund's rule, which enters as an assumption of the model.

```lean
/-- `min(q, 2m-q)/2` is the greatest value of `Sz` among the `q`-electron configurations. -/
theorem hundSpin_isGreatest {m q : ℕ} (hq : q ≤ 2 * m) :
    IsGreatest {x : ℝ | ∃ A ∈ (univ : Finset (Fin m × Bool)).powersetCard q, Sz A = x}
      (hundSpin m q) := by
  have hcard : (univ : Finset (Fin m × Bool)).card = 2 * m := by
    rw [Finset.card_univ, Fintype.card_prod, Fintype.card_fin, Fintype.card_bool, mul_comm]
  have hs : ∀ i : Fin m × Bool, spin i = (if i.2 = true then 1 else 0) - 1 / 2 := by
    intro i
    unfold spin
    split_ifs <;> norm_num
  -- Sz is the number of up electrons minus half the number of electrons
  have hSz : ∀ A : Finset (Fin m × Bool),
      Sz A = ((A.filter (fun i => i.2 = true)).card : ℝ) - (A.card : ℝ) / 2 := by
    intro A
    simp only [Sz, hs, Finset.sum_sub_distrib, Finset.sum_boole, Finset.sum_const,
      nsmul_eq_mul]
    ring
  obtain ⟨Up, hUp, hmem⟩ : ∃ Up : Finset (Fin m × Bool),
      Up.card = m ∧ ∀ i, i ∈ Up ↔ i.2 = true := by
    refine ⟨(univ : Finset (Fin m)) ×ˢ ({true} : Finset Bool), ?_, ?_⟩
    · rw [Finset.card_product]
      simp
    · intro i
      rw [Finset.mem_product]
      simp
  constructor
  · rcases le_total q m with hqm | hqm
    · -- all electrons in up orbitals
      have hle : q ≤ Up.card := by omega
      obtain ⟨A, hA, hc⟩ := Finset.exists_subset_card_eq hle
      refine ⟨A, Finset.mem_powersetCard.2 ⟨Finset.subset_univ _, hc⟩, ?_⟩
      have hf : A.filter (fun i => i.2 = true) = A :=
        Finset.filter_true_of_mem (fun i hi => (hmem i).1 (hA hi))
      have hr : (q : ℝ) ≤ m := by exact_mod_cast hqm
      have hmin : min (q : ℝ) (2 * (m : ℝ) - q) = q := min_eq_left (by linarith)
      rw [hSz, hf, hc, hundSpin, hmin]
      ring
    · -- all up orbitals filled
      have hle : Up.card ≤ q := by omega
      have hle' : q ≤ (univ : Finset (Fin m × Bool)).card := by omega
      obtain ⟨A, hA, _, hc⟩ :=
        Finset.exists_subsuperset_card_eq (Finset.subset_univ Up) hle hle'
      refine ⟨A, Finset.mem_powersetCard.2 ⟨Finset.subset_univ _, hc⟩, ?_⟩
      have hf : A.filter (fun i => i.2 = true) = Up := by
        ext i
        rw [Finset.mem_filter]
        exact ⟨fun h => (hmem i).2 h.2, fun h => ⟨hA h, (hmem i).1 h⟩⟩
      have hr : (m : ℝ) ≤ q := by exact_mod_cast hqm
      have hmin : min (q : ℝ) (2 * (m : ℝ) - q) = 2 * (m : ℝ) - q :=
        min_eq_right (by linarith)
      rw [hSz, hf, hc, hUp, hundSpin, hmin]
      ring
  · rintro x ⟨A, hA, rfl⟩
    have hc : A.card = q := (Finset.mem_powersetCard.1 hA).2
    have h1 : (A.filter (fun i => i.2 = true)).card ≤ q := by
      rw [← hc]
      exact Finset.card_filter_le _ _
    have h2 : (A.filter (fun i => i.2 = true)).card ≤ Up.card :=
      Finset.card_le_card (fun i hi => (hmem i).2 (Finset.mem_filter.1 hi).2)
    rw [hUp] at h2
    have h1' : ((A.filter (fun i => i.2 = true)).card : ℝ) ≤ q := by exact_mod_cast h1
    have h2' : ((A.filter (fun i => i.2 = true)).card : ℝ) ≤ m := by exact_mod_cast h2
    have h3 : 2 * ((A.filter (fun i => i.2 = true)).card : ℝ) - q
        ≤ min (q : ℝ) (2 * (m : ℝ) - q) := le_min (by linarith) (by linarith)
    rw [hSz, hc, hundSpin]
    linarith
```

Each step theorem resolves the minimum on its side of half filling (`s1`, `s2`); `linear_combination` then subtracts the two averages.

```lean
/-- Up to half filling, `q + 1 ≤ m`, adding an electron changes the spin-pairing energy by
`-D(m+1)q/(2m-1)`. -/
theorem pairingEnergy_step_lower {m q : ℕ} (D : ℝ) (hq : q + 1 ≤ m) :
    pairingEnergy m D (q + 1) - pairingEnergy m D q
      = -(D * ((m : ℝ) + 1) * q / (2 * (m : ℝ) - 1)) := by
  have hr : (q : ℝ) + 1 ≤ m := by exact_mod_cast hq
  have hq0 : (0 : ℝ) ≤ q := Nat.cast_nonneg q
  have hd : 2 * (m : ℝ) - 1 ≠ 0 := by
    intro h
    linarith
  have h1 := (eq_div_iff (mul_ne_zero four_ne_zero hd)).1
    (meanSpinSq_eq (m := m) (q := q + 1) (by omega) (by omega))
  have h2 := (eq_div_iff (mul_ne_zero four_ne_zero hd)).1
    (meanSpinSq_eq (m := m) (q := q) (by omega) (by omega))
  push_cast at h1
  have s1 : hundSpin m (q + 1) = ((q : ℝ) + 1) / 2 := by
    have hmin : min ((q : ℝ) + 1) (2 * (m : ℝ) - ((q : ℝ) + 1)) = (q : ℝ) + 1 :=
      min_eq_left (by linarith)
    rw [hundSpin, Nat.cast_add_one, hmin]
  have s2 : hundSpin m q = (q : ℝ) / 2 := by
    have hmin : min (q : ℝ) (2 * (m : ℝ) - q) = q := min_eq_left (by linarith)
    rw [hundSpin, hmin]
  have key : D * ((m : ℝ) + 1) * q / (2 * (m : ℝ) - 1)
      = -(pairingEnergy m D (q + 1) - pairingEnergy m D q) := by
    rw [div_eq_iff hd]
    simp only [pairingEnergy, s1, s2]
    linear_combination (D / 4) * h1 - (D / 4) * h2
  linarith

/-- From half filling on, `m ≤ q ≤ 2m - 1`, adding an electron changes the spin-pairing energy
by `D(m+1) - D(m+1)q/(2m-1)`. -/
theorem pairingEnergy_step_upper {m q : ℕ} (D : ℝ) (hmq : m ≤ q) (hq : q + 1 ≤ 2 * m) :
    pairingEnergy m D (q + 1) - pairingEnergy m D q
      = D * ((m : ℝ) + 1) - D * ((m : ℝ) + 1) * q / (2 * (m : ℝ) - 1) := by
  have hm : 1 ≤ m := by omega
  have hm' : (1 : ℝ) ≤ m := by exact_mod_cast hm
  have hr : (m : ℝ) ≤ q := by exact_mod_cast hmq
  have hd : 2 * (m : ℝ) - 1 ≠ 0 := by
    intro h
    linarith
  have h1 := (eq_div_iff (mul_ne_zero four_ne_zero hd)).1
    (meanSpinSq_eq (m := m) (q := q + 1) hm hq)
  have h2 := (eq_div_iff (mul_ne_zero four_ne_zero hd)).1
    (meanSpinSq_eq (m := m) (q := q) hm (by omega))
  push_cast at h1
  have s1 : hundSpin m (q + 1) = (2 * (m : ℝ) - ((q : ℝ) + 1)) / 2 := by
    have hmin : min ((q : ℝ) + 1) (2 * (m : ℝ) - ((q : ℝ) + 1))
        = 2 * (m : ℝ) - ((q : ℝ) + 1) := min_eq_right (by linarith)
    rw [hundSpin, Nat.cast_add_one, hmin]
  have s2 : hundSpin m q = (2 * (m : ℝ) - q) / 2 := by
    have hmin : min (q : ℝ) (2 * (m : ℝ) - q) = 2 * (m : ℝ) - q :=
      min_eq_right (by linarith)
    rw [hundSpin, hmin]
  have key : D * ((m : ℝ) + 1) * q / (2 * (m : ℝ) - 1)
      = D * ((m : ℝ) + 1) - (pairingEnergy m D (q + 1) - pairingEnergy m D q) := by
    rw [div_eq_iff hd]
    simp only [pairingEnergy, s1, s2]
    linear_combination (D / 4) * h1 - (D / 4) * h2
  linarith
```

The f-shell result is the case $m=7$, for every real $D$.

```lean
/-- For the f shell, `m = 7`, the step `E(q+1) - E(q)` is `-8Dq/13` for `q ≤ 6` and
`8D - 8Dq/13` for `7 ≤ q ≤ 13`. -/
theorem pairingEnergy_step_fShell (D : ℝ) :
    (∀ q : ℕ, q ≤ 6 →
      pairingEnergy 7 D (q + 1) - pairingEnergy 7 D q = -8 * D * q / 13) ∧
    (∀ q : ℕ, 7 ≤ q → q ≤ 13 →
      pairingEnergy 7 D (q + 1) - pairingEnergy 7 D q = 8 * D - 8 * D * q / 13) := by
  constructor
  · intro q hq
    rw [pairingEnergy_step_lower (m := 7) (q := q) D (by omega)]
    push_cast
    ring
  · intro q h1 h2
    rw [pairingEnergy_step_upper (m := 7) (q := q) D h1 (by omega)]
    push_cast
    ring

end

end SpinPairingEnergy
```

```lean
#print axioms SpinPairingEnergy.hundSpin_isGreatest
#print axioms SpinPairingEnergy.pairingEnergy_step_fShell
```

```
'SpinPairingEnergy.hundSpin_isGreatest' depends on axioms: [propext, Classical.choice, Quot.sound]
'SpinPairingEnergy.pairingEnergy_step_fShell' depends on axioms: [propext, Classical.choice, Quot.sound]
```
